# A pure condensate of n ≥ 1 bosons has a rank-one one-body density matrix

One way to find how many bosons in a simulation are condensed is to diagonalise the one-body density matrix, normalised so that its trace is the number of bosons, and read off its largest eigenvalue. The Lean file below treats the limiting case in which all \(n\ge 1\) bosons share one normalised orbital over finitely many modes: the matrix then has rank one, with eigenvalue \(n\).

```lean
import Mathlib

open Matrix

namespace PureCondensate

noncomputable section

variable {ι R : Type*} [DecidableEq ι] [Ring R] [Algebra ℂ R]

/-- Annihilators `a i` and creators `b j` of independent modes: `[a i, b j] = δ_ij`. -/
def IndependentModes (a b : ι → R) : Prop :=
  ∀ i j, a i * b j - b j * a i = if i = j then 1 else 0

/-- A normalised vacuum functional: it vanishes on operators with an annihilator
on the far right or a creator on the far left. -/
structure IsVacuum (φ : R →ₗ[ℂ] ℂ) (a b : ι → R) : Prop where
  one : φ 1 = 1
  ket : ∀ x i, φ (x * a i) = 0
  bra : ∀ i x, φ (b i * x) = 0

/-- On polynomials, the annihilator of mode `i` is the derivative with respect to `X i`. -/
def polyAnnihilator (i : ι) : Module.End ℂ (MvPolynomial ι ℂ) :=
  (MvPolynomial.pderiv i).toLinearMap

/-- On polynomials, the creator of mode `i` is multiplication by `X i`. -/
def polyCreator (i : ι) : Module.End ℂ (MvPolynomial ι ℂ) :=
  LinearMap.mulLeft ℂ (MvPolynomial.X i)

/-- The vacuum functional on polynomials: apply the operator to `1`, take the constant term. -/
def polyVacuum : Module.End ℂ (MvPolynomial ι ℂ) →ₗ[ℂ] ℂ where
  toFun T := MvPolynomial.constantCoeff (T 1)
  map_add' := by intro S T; simp
  map_smul' := by intro c T; simp [MvPolynomial.smul_eq_C_mul]

/-- Derivatives, multiplications and the constant term on polynomials form
independent modes with a vacuum functional. -/
theorem modes_witness :
    IndependentModes (polyAnnihilator (ι := ι)) polyCreator ∧
      IsVacuum polyVacuum (polyAnnihilator (ι := ι)) polyCreator := by
  refine ⟨?_, ?_, ?_, ?_⟩
  · intro i j
    apply LinearMap.ext
    intro p
    by_cases hij : i = j
    · subst hij
      simp [polyAnnihilator, polyCreator, Module.End.mul_apply, Derivation.leibniz]
    · simp [polyAnnihilator, polyCreator, Module.End.mul_apply, Derivation.leibniz,
        MvPolynomial.pderiv_X_of_ne (Ne.symm hij), hij]
  · simp [polyVacuum]
  · intro x i
    simp [polyVacuum, polyAnnihilator, Module.End.mul_apply]
  · intro i x
    simp [polyVacuum, polyCreator, Module.End.mul_apply]

omit [DecidableEq ι] in
/-- If `[x, y] = c` is a number, moving `x` to the right through `y^(n+1)`
leaves the extra term `(n+1) c y^n`. -/
theorem ladder_right {x y : R} {c : ℂ} (h : x * y = y * x + c • (1 : R)) (n : ℕ) :
    x * y ^ (n + 1) = y ^ (n + 1) * x + (((n : ℂ) + 1) * c) • y ^ n := by
  induction n with
  | zero => simp [h]
  | succ n ih =>
    calc x * y ^ (n + 1 + 1) = x * y ^ (n + 1) * y := by
          rw [pow_succ y (n + 1), mul_assoc]
      _ = y ^ (n + 1) * (x * y) + (((n : ℂ) + 1) * c) • (y ^ n * y) := by
          rw [ih, add_mul, mul_assoc, smul_mul_assoc]
      _ = y ^ (n + 1) * y * x + c • y ^ (n + 1) + (((n : ℂ) + 1) * c) • y ^ (n + 1) := by
          rw [h, mul_add, mul_smul_comm, mul_one, ← mul_assoc, ← pow_succ y n]
      _ = y ^ (n + 1 + 1) * x + ((((n + 1 : ℕ) : ℂ) + 1) * c) • y ^ (n + 1) := by
          rw [pow_succ y (n + 1)]
          push_cast
          module

omit [DecidableEq ι] in
/-- If `[x, y] = c` is a number, moving `y` to the left through `x^(n+1)`
leaves the extra term `(n+1) c x^n`. -/
theorem ladder_left {x y : R} {c : ℂ} (h : x * y = y * x + c • (1 : R)) (n : ℕ) :
    x ^ (n + 1) * y = y * x ^ (n + 1) + (((n : ℂ) + 1) * c) • x ^ n := by
  induction n with
  | zero => simp [h]
  | succ n ih =>
    calc x ^ (n + 1 + 1) * y = x * (x ^ (n + 1) * y) := by
          rw [pow_succ' x (n + 1), mul_assoc]
      _ = x * y * x ^ (n + 1) + (((n : ℂ) + 1) * c) • (x * x ^ n) := by
          rw [ih, mul_add, ← mul_assoc, mul_smul_comm]
      _ = y * (x * x ^ (n + 1)) + c • x ^ (n + 1) + (((n : ℂ) + 1) * c) • x ^ (n + 1) := by
          rw [h, add_mul, smul_mul_assoc, one_mul, mul_assoc, ← pow_succ' x n]
      _ = y * x ^ (n + 1 + 1) + ((((n + 1 : ℕ) : ℂ) + 1) * c) • x ^ (n + 1) := by
          rw [pow_succ' x (n + 1)]
          push_cast
          module

variable [Fintype ι] {a b : ι → R} {φ : R →ₗ[ℂ] ℂ}

/-- The creator `B = ∑ u_k b_k` of a boson in the orbital `u`. -/
def creator (b : ι → R) (u : ι → ℂ) : R := ∑ k, u k • b k

/-- The annihilator `A = ∑ conj(u_k) a_k` of a boson in the orbital `u`. -/
def annihilator (a : ι → R) (u : ι → ℂ) : R := ∑ k, star (u k) • a k

/-- For independent modes, `[a_j, B] = u_j`. -/
theorem mode_creator (h : IndependentModes a b) (u : ι → ℂ) (j : ι) :
    a j * creator b u = creator b u * a j + u j • (1 : R) := by
  have key : ∀ k, a j * b k = b k * a j + if j = k then 1 else 0 :=
    fun k => sub_eq_iff_eq_add'.mp (h j k)
  simp only [creator, Finset.mul_sum, Finset.sum_mul, mul_smul_comm, smul_mul_assoc, key,
    smul_add, Finset.sum_add_distrib, smul_ite, smul_zero, Finset.sum_ite_eq,
    Finset.mem_univ, if_true]

/-- For independent modes, `[A, b_i] = conj(u_i)`. -/
theorem annihilator_mode (h : IndependentModes a b) (u : ι → ℂ) (i : ι) :
    annihilator a u * b i = b i * annihilator a u + star (u i) • (1 : R) := by
  have key : ∀ k, a k * b i = b i * a k + if k = i then 1 else 0 :=
    fun k => sub_eq_iff_eq_add'.mp (h k i)
  simp only [annihilator, Finset.mul_sum, Finset.sum_mul, mul_smul_comm, smul_mul_assoc, key,
    smul_add, Finset.sum_add_distrib, smul_ite, smul_zero, Finset.sum_ite_eq',
    Finset.mem_univ, if_true]

/-- For independent modes and a vacuum functional, `φ(A^n B^n) = n! ⟨v, u⟩^n`, where `A` is the
annihilator of the orbital `v` and `B` the creator of the orbital `u`. -/
theorem condensate_overlap (h : IndependentModes a b) (hφ : IsVacuum φ a b)
    (v u : ι → ℂ) (n : ℕ) :
    φ (annihilator a v ^ n * creator b u ^ n) = n.factorial * (star v ⬝ᵥ u) ^ n := by
  -- the commutator of the two orbital operators is the inner product
  have hc : annihilator a v * creator b u
      = creator b u * annihilator a v + (star v ⬝ᵥ u) • (1 : R) := by
    simp only [annihilator, Finset.sum_mul, Finset.mul_sum, smul_mul_assoc, mul_smul_comm,
      mode_creator h, smul_add, Finset.sum_add_distrib, smul_smul, dotProduct,
      Finset.sum_smul, Pi.star_apply]
  have hA : ∀ x, φ (x * annihilator a v) = 0 := by
    intro x
    simp [annihilator, Finset.mul_sum, hφ.ket]
  induction n with
  | zero => simp [hφ.one]
  | succ n ih =>
    rw [pow_succ (annihilator a v) n, mul_assoc, ladder_right hc n, mul_add, ← mul_assoc,
      map_add, hA, mul_smul_comm, map_smul, ih, Nat.factorial_succ]
    push_cast
    simp only [smul_eq_mul]
    ring

/-- For independent modes, a vacuum functional and a unit orbital `u`, `φ(A^n B^n) = n!`. -/
theorem condensate_norm (h : IndependentModes a b) (hφ : IsVacuum φ a b)
    {u : ι → ℂ} (hu : star u ⬝ᵥ u = 1) (n : ℕ) :
    φ (annihilator a u ^ n * creator b u ^ n) = n.factorial := by
  rw [condensate_overlap h hφ, hu, one_pow, mul_one]

/-- For independent modes, a vacuum functional and a unit orbital `u`,
`φ(A^n b_i a_j B^n) = n n! conj(u_i) u_j`. -/
theorem condensate_one_body (h : IndependentModes a b) (hφ : IsVacuum φ a b)
    {u : ι → ℂ} (hu : star u ⬝ᵥ u = 1) (n : ℕ) (i j : ι) :
    φ (annihilator a u ^ n * b i * a j * creator b u ^ n)
      = n * n.factorial * (star (u i) * u j) := by
  cases n with
  | zero => simp [hφ.ket]
  | succ n =>
    -- move `a j` to the right, onto the vacuum
    have h1 : annihilator a u ^ (n + 1) * b i * a j * creator b u ^ (n + 1)
        = annihilator a u ^ (n + 1) * b i * creator b u ^ (n + 1) * a j
          + (((n : ℂ) + 1) * u j) • (annihilator a u ^ (n + 1) * b i * creator b u ^ n) := by
      rw [mul_assoc _ (a j), ladder_right (mode_creator h u j) n, mul_add, mul_smul_comm,
        ← mul_assoc]
    -- move `b i` to the left, onto the vacuum
    have h2 : annihilator a u ^ (n + 1) * b i * creator b u ^ n
        = b i * (annihilator a u ^ (n + 1) * creator b u ^ n)
          + (((n : ℂ) + 1) * star (u i)) • (annihilator a u ^ n * creator b u ^ n) := by
      rw [ladder_left (annihilator_mode h u i) n, add_mul, smul_mul_assoc, mul_assoc]
    rw [h1, map_add, hφ.ket, map_smul, h2, map_add, hφ.bra, map_smul,
      condensate_norm h hφ hu, Nat.factorial_succ]
    push_cast
    simp only [smul_eq_mul]
    ring

/-- The one-body density matrix `φ(A^n b_i a_j B^n) / φ(A^n B^n)` of `n` bosons in the
orbital `u`, meant for `φ(A^n B^n) ≠ 0`. -/
def densityMatrix (φ : R →ₗ[ℂ] ℂ) (a b : ι → R) (u : ι → ℂ) (n : ℕ) : Matrix ι ι ℂ :=
  Matrix.of fun i j => φ (annihilator a u ^ n * b i * a j * creator b u ^ n)
    / φ (annihilator a u ^ n * creator b u ^ n)

/-- For independent modes, a vacuum functional and a unit orbital `u`, the one-body
density matrix of the `n`-boson condensate has the entries `n conj(u_i) u_j`. -/
theorem densityMatrix_eq (h : IndependentModes a b) (hφ : IsVacuum φ a b)
    {u : ι → ℂ} (hu : star u ⬝ᵥ u = 1) (n : ℕ) :
    densityMatrix φ a b u n = (n : ℂ) • vecMulVec (star u) u := by
  have hn : (n.factorial : ℂ) ≠ 0 := by exact_mod_cast n.factorial_ne_zero
  ext i j
  simp only [densityMatrix, Matrix.of_apply, condensate_one_body h hφ hu,
    condensate_norm h hφ hu, Matrix.smul_apply, vecMulVec_apply, Pi.star_apply, smul_eq_mul]
  field_simp

/-- For independent modes, a vacuum functional, a unit orbital `u` and `n ≥ 1` bosons, the
one-body density matrix has rank one, and `conj(u)` is an eigenvector with eigenvalue `n`. -/
theorem densityMatrix_rank_one (h : IndependentModes a b) (hφ : IsVacuum φ a b)
    {u : ι → ℂ} (hu : star u ⬝ᵥ u = 1) {n : ℕ} (hn : n ≠ 0) :
    (densityMatrix φ a b u n).rank = 1 ∧
      densityMatrix φ a b u n *ᵥ star u = (n : ℂ) • star u := by
  have key : ∀ x, densityMatrix φ a b u n *ᵥ x = ((n : ℂ) * (u ⬝ᵥ x)) • star u := by
    intro x
    rw [densityMatrix_eq h hφ hu]
    ext i
    simp only [Matrix.mulVec, dotProduct, Matrix.smul_apply, vecMulVec_apply, Pi.smul_apply,
      smul_eq_mul, Finset.mul_sum, Finset.sum_mul]
    exact Finset.sum_congr rfl (fun k _ => by ring)
  have heig : densityMatrix φ a b u n *ᵥ star u = (n : ℂ) • star u := by
    rw [key, dotProduct_comm, hu, mul_one]
  have hn' : (n : ℂ) ≠ 0 := by exact_mod_cast hn
  have hu0 : star u ≠ 0 := by
    intro h0
    rw [h0, zero_dotProduct] at hu
    exact zero_ne_one hu
  -- the range is the line spanned by `conj(u)`
  have hrange : LinearMap.range (densityMatrix φ a b u n).mulVecLin
      = Submodule.span ℂ {star u} := by
    apply le_antisymm
    · rintro _ ⟨x, rfl⟩
      rw [Matrix.mulVecLin_apply, key]
      exact Submodule.smul_mem _ _ (Submodule.mem_span_singleton_self _)
    · rw [Submodule.span_singleton_le_iff_mem]
      refine ⟨(n : ℂ)⁻¹ • star u, ?_⟩
      rw [map_smul, Matrix.mulVecLin_apply, heig, smul_smul, inv_mul_cancel₀ hn', one_smul]
  refine ⟨?_, heig⟩
  rw [Matrix.rank, hrange]
  exact finrank_span_singleton hu0

end

end PureCondensate
```

```lean
#print axioms PureCondensate.densityMatrix_rank_one
```

```
'PureCondensate.densityMatrix_rank_one' depends on axioms: [propext, Classical.choice, Quot.sound]
```

## Norm, matrix elements and rank

Let \(a_i\) remove a boson from mode \(i\) and let \(b_i\) add one; textbooks usually write \(a_i^\dagger\) for \(b_i\). An orbital is a vector of complex amplitudes \(u_k\) with \(\sum_k|u_k|^2=1\), and its creator and annihilator are

\[
B=\sum_k u_k b_k,\qquad A=\sum_k \overline{u_k}\,a_k .
\]

Putting \(n\) bosons into this orbital gives the unnormalised state \(B^n|0\rangle\). With \(\varphi(T)\) for the vacuum expectation value \(\langle 0|T|0\rangle\) of an operator \(T\), the theorems say:

- `condensate_norm`: \(\varphi(A^nB^n)=n!\), so the normalised state is \(B^n|0\rangle/\sqrt{n!}\).
- `condensate_one_body`: \(\varphi(A^n b_i a_j B^n)=n\,n!\,\overline{u_i}\,u_j\).
- `densityMatrix_eq`: after division by the squared norm \(n!\), \(\rho_{ij}=n\,\overline{u_i}\,u_j\). The diagonal entry \(n|u_i|^2\) is the mean occupation of mode \(i\).
- `densityMatrix_rank_one`: for \(n\ne 0\), \(\rho\) has rank one and \(\rho\,\overline{u}=n\,\overline{u}\).

The eigenvector is \(\overline{u}\) and not \(u\) because the creator carries the first index of \(\rho_{ij}\). With the transposed convention, also common, it would be \(u\).

## Modes and vacuum as algebraic hypotheses

The operators are elements of an arbitrary complex algebra `R`, and the modes are labelled by a finite type `ι`. `IndependentModes a b` states \([a_i,b_j]=\delta_{ij}\). The relations \([a_i,a_j]=0\) and \([b_i,b_j]=0\) hold for real bosons but are not used, so they are not assumed.

The vacuum is a linear functional `φ`. `IsVacuum` requires \(\varphi(1)=1\), which is normalisation, together with \(\varphi(Ta_i)=0\) and \(\varphi(b_iT)=0\) for every operator \(T\), which express \(a_i|0\rangle=0\) and \(\langle0|b_i=0\). In `hu`, the expression `star u ⬝ᵥ u` is \(\sum_k\overline{u_k}u_k\), and `vecMulVec (star u) u` is the matrix with entries \(\overline{u_i}u_j\).

`modes_witness` gives a concrete system that satisfies these hypotheses. On polynomials in variables \(X_i\), one for each mode, \(a_i\) is \(\partial/\partial X_i\), \(b_i\) is multiplication by \(X_i\), and \(\varphi(T)\) is the constant term of \(T(1)\).

The hypotheses do not make \(b_i\) the adjoint of \(a_i\). With that identification, and with \(\varphi(T)=\langle0|T|0\rangle\), the quotient \(\varphi(A^nTB^n)/n!\) is the expectation value of \(T\) in the normalised state \(B^n|0\rangle/\sqrt{n!}\). Interactions generally deplete a condensate, and the state is then no longer of this form.

## Carrying the operators to the vacuum

The commutators with the orbital operators follow by linearity:

\[
[a_j,B]=\sum_k u_k\delta_{jk}=u_j,\qquad [A,b_i]=\sum_k\overline{u_k}\,\delta_{ki}=\overline{u_i}.
\]

For a second orbital \(v\), with \(A_v=\sum_k\overline{v_k}a_k\), they give \([A_v,B]=\sum_k\overline{v_k}u_k=\langle v,u\rangle\).

Now suppose \(xy=yx+c\) with \(c\) a number. Then

\[
x\,y^{n+1}=y^{n+1}x+(n+1)c\,y^n .
\]

The case \(n=0\) is the assumption. For the next power,

\[
x\,y^{n+2}=y^{n+1}(xy)+(n+1)c\,y^{n+1}=y^{n+2}x+(n+2)c\,y^{n+1}.
\]

In the same way \(x^{n+1}y=y\,x^{n+1}+(n+1)c\,x^n\), since

\[
x^{n+2}y=(xy)x^{n+1}+(n+1)c\,x^{n+1}=y\,x^{n+2}+(n+2)c\,x^{n+1}.
\]

For the overlap of the two unnormalised condensates, move one \(A_v\) to the right:

\[
\varphi(A_v^{n+1}B^{n+1})=\varphi(A_v^nB^{n+1}A_v)+(n+1)\langle v,u\rangle\,\varphi(A_v^nB^n).
\]

The first term vanishes on the vacuum. Starting from \(\varphi(1)=1\), induction gives \(\varphi(A_v^nB^n)=n!\,\langle v,u\rangle^n\), and \(v=u\) gives the squared norm \(n!\).

For the one-body elements with \(n\ge1\), move \(a_j\) to the right and then \(b_i\) to the left. Each move leaves only its commutator term:

\[
\begin{aligned}
\varphi(A^nb_ia_jB^n)&=n\,u_j\,\varphi(A^nb_iB^{n-1})\\
&=n^2\,\overline{u_i}\,u_j\,\varphi(A^{n-1}B^{n-1})\\
&=n^2(n-1)!\,\overline{u_i}\,u_j=n\,n!\,\overline{u_i}\,u_j .
\end{aligned}
\]

For \(n=0\) both sides are zero, because \(a_j\) acts directly on the vacuum.

Division by \(n!\) gives \(\rho_{ij}=n\,\overline{u_i}u_j\), hence

\[
(\rho x)_i=n\Big(\sum_j u_jx_j\Big)\overline{u_i}.
\]

Every image is a multiple of \(\overline{u}\), and \(x=\overline{u}\) gives \(n\overline{u}\). For \(n\ge1\) this vector is non-zero, so the range is a line and the rank is one.

## The same moves in Lean

`mode_creator` and `annihilator_mode` prove the two commutators: `simp only` expands the sums, and the Kronecker delta picks out one term. `ladder_right` and `ladder_left` are the two power rules. Their `calc` blocks are the inductions above, with `module` collecting the coefficients.

In `condensate_overlap`, `hc` is the commutator \(\langle v,u\rangle\) and `hA` says that \(A_v\) on the far right gives zero. The induction then applies `ladder_right`, and `ring` finishes the factorial arithmetic. `condensate_norm` sets \(v=u\) and uses `hu`.

`condensate_one_body` splits into \(n=0\) and a successor, so inside the second case the boson number is `n + 1`. There `h1` moves \(a_j\) to the right and `h2` moves \(b_i\) to the left; `hφ.ket` and `hφ.bra` remove the vacuum terms.

`densityMatrix_eq` cancels the non-zero factorial with `field_simp`. In the last theorem, `key` is the formula for \(\rho x\), `heig` is its value at \(\overline{u}\), and `hrange` proves both inclusions between the range and the line spanned by \(\overline{u}\). Since `hu0` gives \(\overline{u}\neq0\), that line has dimension one.
